# Among positive rescalings of a local orbital, unit norm gives the best-conditioned overlap with one normalized, linearly independent function

Take two orthogonal unit vectors $u$ and $w$ and stretch the second by $t>0$. The matrix of inner products of $u$ and $tw$ is $\mathrm{diag}(1,t^2)$. Its largest eigenvalue divided by its smallest is $\max(t^2,1/t^2)$, which is at least 1 and equals 1 only at $t=1$.

Now let the real overlap be $s=\langle u,w\rangle$ with $|s|<1$. At $t=1$ the eigenvalues are $1\pm s$ and the ratio is $(1+|s|)/(1-|s|)$. Every other $t>0$ gives a larger ratio.

In a linearized augmented-plane-wave (LAPW) basis, rescaling a local orbital by a nonzero factor leaves the spanned space unchanged but can alter the conditioning of the overlap matrix in the generalized eigenvalue problem. The result here concerns only the $2\times2$ block of one real basis function, taken to have unit norm, and one real local orbital. It does not determine the best scale for the full overlap matrix.

## The overlap matrix and its eigenvalue ratio

```lean
import Mathlib

open Matrix

namespace LocalOrbitalNormalization

noncomputable section

variable {E : Type*} [NormedAddCommGroup E] [InnerProductSpace ℝ E]
```

The functions live in `E`, a real inner-product space of any dimension. Complex basis functions and the LAPW matching conditions at the sphere boundary do not enter.

```lean
/-- The overlap (Gram) matrix of two real basis functions `x` and `y`. -/
def overlap (x y : E) : Matrix (Fin 2) (Fin 2) ℝ :=
  !![inner ℝ x x, inner ℝ x y; inner ℝ y x, inner ℝ y y]
```

For functions $x,y$ this is the matrix
$$S=\begin{pmatrix}\langle x,x\rangle&\langle x,y\rangle\\ \langle y,x\rangle&\langle y,y\rangle\end{pmatrix}.$$

```lean
/-- Supremum over infimum of the real spectrum of a real 2×2 matrix. This is the largest eigenvalue
over the smallest when the real spectrum is nonempty and the smallest eigenvalue is nonzero. -/
def eigRatio (A : Matrix (Fin 2) (Fin 2) ℝ) : ℝ :=
  sSup (spectrum ℝ A) / sInf (spectrum ℝ A)
```

`spectrum ℝ A` is the set of real $\mu$ for which $\mu I-A$ is not invertible. The ratio is the supremum of this set over its infimum. For a positive definite overlap matrix it is the usual 2-norm condition number. Lean sets division by zero to 0, so the number has this meaning only when the smallest eigenvalue is nonzero, which the theorems below secure.

## The two eigenvalues in closed form

```lean
/-- The square-root expression for the splitting of the two overlap eigenvalues. -/
def gap (x y : E) : ℝ :=
  Real.sqrt ((‖x‖ ^ 2 - ‖y‖ ^ 2) ^ 2 + 4 * (inner ℝ x y) ^ 2)
```

Write $p=\langle x,y\rangle$. The definition is
$$g=\sqrt{(\|x\|^2-\|y\|^2)^2+4p^2}.$$

```lean
/-- Half of the trace of the overlap matrix minus half of the splitting. -/
def lowEig (x y : E) : ℝ := (‖x‖ ^ 2 + ‖y‖ ^ 2 - gap x y) / 2
```

With the trace $T=\|x\|^2+\|y\|^2$, this is $\lambda_-=(T-g)/2$.

```lean
/-- Half of the trace of the overlap matrix plus half of the splitting. -/
def highEig (x y : E) : ℝ := (‖x‖ ^ 2 + ‖y‖ ^ 2 + gap x y) / 2
```

This is $\lambda_+=(T+g)/2$. So far both are only formulas; that they are the eigenvalues is proved below.

```lean
/-- The square of the splitting, in terms of the norms and the overlap. -/
theorem gap_sq (x y : E) :
    gap x y ^ 2 = (‖x‖ ^ 2 - ‖y‖ ^ 2) ^ 2 + 4 * (inner ℝ x y) ^ 2 :=
  Real.sq_sqrt (by positivity)
```

A theorem in Lean has its hypotheses before the colon, its claim after it, and its proof after `:=`. Here squaring removes the root, because the expression under it is nonnegative.

```lean
/-- The eigenvalues of the overlap matrix of two functions are exactly
`lowEig` and `highEig`. -/
theorem spectrum_overlap (x y : E) :
    spectrum ℝ (overlap x y) = {lowEig x y, highEig x y} := by
  have hyx : inner ℝ y x = inner ℝ x y := real_inner_comm _ _
  -- the characteristic polynomial factorizes
  have hdet (μ : ℝ) : (algebraMap ℝ (Matrix (Fin 2) (Fin 2) ℝ) μ - overlap x y).det
      = (μ - lowEig x y) * (μ - highEig x y) := by
    rw [Matrix.det_fin_two]
    simp [overlap, Matrix.algebraMap_matrix_apply, hyx]
    unfold lowEig highEig
    linear_combination (1 / 4) * gap_sq x y
  ext μ
  rw [spectrum.mem_iff, Matrix.isUnit_iff_isUnit_det, isUnit_iff_ne_zero, not_not, hdet,
    mul_eq_zero, sub_eq_zero, sub_eq_zero]
  simp only [Set.mem_insert_iff, Set.mem_singleton_iff]
```

The claim is that the spectrum is exactly $\{\lambda_-,\lambda_+\}$. By hand,
$$\det(\mu I-S)=\mu^2-T\mu+\|x\|^2\|y\|^2-p^2,$$
$$(\mu-\lambda_-)(\mu-\lambda_+)=\mu^2-T\mu+\tfrac14(T^2-g^2).$$
These agree because $T^2-g^2=4\|x\|^2\|y\|^2-4p^2$. In the code this is `hdet`, where `linear_combination` checks the algebra using `gap_sq`. The remaining lines say that $\mu$ is in the spectrum exactly when the determinant vanishes, hence when one factor does.

```lean
/-- The eigenvalue ratio of the overlap matrix is `highEig / lowEig`, and `lowEig` is positive,
when the two functions satisfy the Cauchy-Schwarz inequality strictly. -/
theorem eigRatio_overlap (x y : E) (h : (inner ℝ x y) ^ 2 < ‖x‖ ^ 2 * ‖y‖ ^ 2) :
    0 < lowEig x y ∧ eigRatio (overlap x y) = highEig x y / lowEig x y := by
  have hg : 0 ≤ gap x y := Real.sqrt_nonneg _
  have hle : lowEig x y ≤ highEig x y := by unfold lowEig highEig; linarith
  have hhigh : 0 ≤ highEig x y := by unfold highEig; positivity
  have hmul : lowEig x y * highEig x y = ‖x‖ ^ 2 * ‖y‖ ^ 2 - (inner ℝ x y) ^ 2 := by
    unfold lowEig highEig
    linear_combination (-1 / 4) * gap_sq x y
  constructor
  · -- the determinant is positive, so the lower eigenvalue cannot be zero or negative
    by_contra hn
    have := mul_nonpos_of_nonpos_of_nonneg (not_lt.1 hn) hhigh
    linarith
  · unfold eigRatio
    rw [spectrum_overlap, csSup_pair, csInf_pair, sup_eq_right.mpr hle, inf_eq_left.mpr hle]
```

The hypothesis `h` is the strict Cauchy–Schwarz inequality $p^2<\|x\|^2\|y\|^2$, which says that $x$ and $y$ are linearly independent. The step `hmul` gives
$$\lambda_-\lambda_+=\|x\|^2\|y\|^2-p^2>0.$$
Since $\lambda_+\ge0$, a value $\lambda_-\le0$ would make the product nonpositive, a contradiction. So $\lambda_->0$. Because $\lambda_-\le\lambda_+$, the supremum and infimum of the pair are $\lambda_+$ and $\lambda_-$, and the ratio is $\lambda_+/\lambda_-$.

## Rescaling both unit vectors

```lean
/-- For unit vectors with overlap `s`, `|s| < 1`, rescaled by nonzero factors `a` and `b`, the
eigenvalue ratio is at least `(1 + |s|) / (1 - |s|)`, with equality iff `|a| = |b|`. -/
theorem eigRatio_rescaled {u w : E} (hu : ‖u‖ = 1) (hw : ‖w‖ = 1)
    (hs : |inner ℝ u w| < 1) {a b : ℝ} (ha : a ≠ 0) (hb : b ≠ 0) :
    (1 + |inner ℝ u w|) / (1 - |inner ℝ u w|) ≤ eigRatio (overlap (a • u) (b • w)) ∧
    (eigRatio (overlap (a • u) (b • w)) = (1 + |inner ℝ u w|) / (1 - |inner ℝ u w|)
      ↔ |a| = |b|) := by
  have hx : ‖a • u‖ ^ 2 = a ^ 2 := by
    rw [norm_smul, hu, mul_one, Real.norm_eq_abs, sq_abs]
  have hy : ‖b • w‖ ^ 2 = b ^ 2 := by
    rw [norm_smul, hw, mul_one, Real.norm_eq_abs, sq_abs]
  have hi : inner ℝ (a • u) (b • w) = a * b * inner ℝ u w := by
    rw [real_inner_smul_left, real_inner_smul_right]; ring
  have hσ := sq_abs (inner ℝ u w)
  have hσ0 := abs_nonneg (inner ℝ u w)
  have hgap := gap_sq (a • u) (b • w)
  rw [hx, hy, hi] at hgap
  generalize |inner ℝ u w| = σ at hs hσ hσ0 ⊢
  have hσ2 : 0 < 1 - σ ^ 2 := by nlinarith
  obtain ⟨hpos, hratio⟩ := eigRatio_overlap (a • u) (b • w) (by
    rw [hx, hy, hi]
    have hab : 0 < a ^ 2 * b ^ 2 := by positivity
    have := mul_pos hab hσ2
    rw [hσ] at this
    linarith [mul_pow (a * b) (inner ℝ u w) 2, mul_pow a b 2,
      show (a * b * inner ℝ u w) ^ 2 = a ^ 2 * b ^ 2 * (inner ℝ u w) ^ 2 by ring])
  have hg : 0 ≤ gap (a • u) (b • w) := Real.sqrt_nonneg _
  have hm : 0 ≤ σ * (a ^ 2 + b ^ 2) := by positivity
  -- the identity behind both the bound and the equality case
  have key : gap (a • u) (b • w) ^ 2 - (σ * (a ^ 2 + b ^ 2)) ^ 2
      = (1 - σ ^ 2) * (a ^ 2 - b ^ 2) ^ 2 := by
    linear_combination hgap - 4 * a ^ 2 * b ^ 2 * hσ
  have hd : 0 < 1 - σ := by linarith
  rw [hratio]
  unfold lowEig at hpos ⊢
  unfold highEig
  rw [hx, hy] at hpos ⊢
  constructor
  · have hle : σ * (a ^ 2 + b ^ 2) ≤ gap (a • u) (b • w) := by
      apply (sq_le_sq₀ hm hg).1
      have := mul_nonneg hσ2.le (sq_nonneg (a ^ 2 - b ^ 2))
      linarith
    rw [div_le_div_iff₀ hd hpos]
    linarith
  · rw [div_eq_div_iff hpos.ne' hd.ne', ← sq_eq_sq_iff_abs_eq_abs]
    constructor
    · intro h
      have he : gap (a • u) (b • w) = σ * (a ^ 2 + b ^ 2) := by linear_combination h
      rw [he, sub_self] at key
      have h0 := (mul_eq_zero.1 key.symm).resolve_left hσ2.ne'
      exact sub_eq_zero.1 (pow_eq_zero_iff two_ne_zero |>.1 h0)
    · intro h
      have he : gap (a • u) (b • w) = σ * (a ^ 2 + b ^ 2) := by
        apply (sq_eq_sq₀ hg hm).1
        rw [h] at key ⊢
        linarith
      linear_combination he
```

The hypotheses are $\|u\|=\|w\|=1$, $|s|<1$ and $a,b\neq0$; `a • u` is the scaled vector $au$. The claim joins the bound and its equality case with `∧`.

For $x=au$ and $y=bw$ we have $\|x\|^2=a^2$, $\|y\|^2=b^2$ and $p=abs$, the product of $a$, $b$ and $s$. These are `hx`, `hy` and `hi`. Strict Cauchy–Schwarz holds because $a^2b^2s^2<a^2b^2$, so the previous theorem applies. With $T=a^2+b^2$ and $\sigma=|s|$,
$$\begin{aligned}g^2-\sigma^2T^2&=(a^2-b^2)^2+\sigma^2\left[4a^2b^2-(a^2+b^2)^2\right]\\&=(1-\sigma^2)(a^2-b^2)^2.\end{aligned}$$
This is `key`. The right side is nonnegative, and $g$ and $\sigma T$ are too, so $g\ge\sigma T$.

The denominators $T-g$ and $1-\sigma$ are positive, so they can be cleared:
$$\frac{1+\sigma}{1-\sigma}\le\frac{T+g}{T-g}\iff(1+\sigma)(T-g)\le(T+g)(1-\sigma)\iff\sigma T\le g.$$
The code does this with `div_le_div_iff₀`. Equality of the ratios likewise means $g=\sigma T$. By `key` and $1-\sigma^2>0$, that holds exactly when $a^2=b^2$, or $|a|=|b|$. The last two blocks of the proof are the two directions of this equivalence.

## The local orbital

```lean
/-- For unit vectors `u`, `w` with overlap `s`, `|s| < 1`, and `t > 0`, the overlap matrix of `u`
and `t w` has eigenvalue ratio at least `(1 + |s|) / (1 - |s|)`, with equality iff `t = 1`. -/
theorem eigRatio_local_orbital {u w : E} (hu : ‖u‖ = 1) (hw : ‖w‖ = 1)
    (hs : |inner ℝ u w| < 1) {t : ℝ} (ht : 0 < t) :
    (1 + |inner ℝ u w|) / (1 - |inner ℝ u w|) ≤ eigRatio (overlap u (t • w)) ∧
    (eigRatio (overlap u (t • w)) = (1 + |inner ℝ u w|) / (1 - |inner ℝ u w|) ↔ t = 1) := by
  have h := eigRatio_rescaled hu hw hs one_ne_zero ht.ne'
  simp only [one_smul, abs_one, abs_of_pos ht] at h
  exact ⟨h.1, h.2.trans eq_comm⟩
```

Put $a=1$ and $b=t>0$. The condition $|a|=|b|$ becomes $1=t$, and `eq_comm` turns it round to $t=1$.

```lean
/-- Normalizing a local orbital `φ` never increases the eigenvalue ratio of its overlap matrix
with a unit vector `u`, provided `|⟨u, φ⟩| < ‖φ‖`. -/
theorem normalize_improves {u φ : E} (hu : ‖u‖ = 1) (h : |inner ℝ u φ| < ‖φ‖) :
    eigRatio (overlap u (‖φ‖⁻¹ • φ)) ≤ eigRatio (overlap u φ) := by
  have hφ : 0 < ‖φ‖ := (abs_nonneg _).trans_lt h
  have hw : ‖‖φ‖⁻¹ • φ‖ = 1 := by
    rw [norm_smul, norm_inv, norm_norm, inv_mul_cancel₀ hφ.ne']
  have hs : |inner ℝ u (‖φ‖⁻¹ • φ)| < 1 := by
    rw [real_inner_smul_right, abs_mul, abs_of_pos (inv_pos.2 hφ), inv_mul_lt_iff₀ hφ, mul_one]
    exact h
  -- compare the scale factors 1 and ‖φ‖ of the same normalized orbital
  have h1 := (eigRatio_local_orbital hu hw hs one_pos).2.2 rfl
  have h2 := (eigRatio_local_orbital hu hw hs hφ).1
  rw [one_smul] at h1
  rw [smul_inv_smul₀ hφ.ne'] at h2
  exact h1.trans_le h2
```

Here $\varphi$ is an unnormalized orbital and $u$ is a unit vector. The hypothesis $|\langle u,\varphi\rangle|<\|\varphi\|$ makes $\varphi$ nonzero and not parallel to $u$. Set $w=\varphi/\|\varphi\|$, so that $\varphi=\|\varphi\|w$. The previous theorem gives the minimum at $t=1$ (`h1`) and the lower bound at $t=\|\varphi\|$ (`h2`). Comparing them shows that normalization never increases the ratio.

```lean
/-- If two functions satisfy the Cauchy-Schwarz inequality strictly, the eigenvalue ratio of their
overlap matrix is at least the quotient of their squared norms. -/
theorem norm_quotient_le_eigRatio (x y : E)
    (h : (inner ℝ x y) ^ 2 < ‖x‖ ^ 2 * ‖y‖ ^ 2) :
    ‖y‖ ^ 2 / ‖x‖ ^ 2 ≤ eigRatio (overlap x y) := by
  obtain ⟨hpos, hratio⟩ := eigRatio_overlap x y h
  -- the splitting is at least the difference of the diagonal entries
  have hg : |‖x‖ ^ 2 - ‖y‖ ^ 2| ≤ gap x y :=
    Real.abs_le_sqrt (by linarith [sq_nonneg (inner ℝ x y)])
  have hg' := abs_le.1 hg
  have h1 : lowEig x y ≤ ‖x‖ ^ 2 := by unfold lowEig; linarith [hg'.1]
  have h2 : ‖y‖ ^ 2 ≤ highEig x y := by unfold highEig; linarith [hg'.1]
  rw [hratio, div_le_div_iff₀ (hpos.trans_le h1) hpos]
  exact mul_le_mul h2 h1 hpos.le ((sq_nonneg _).trans h2)
```

Dropping $4p^2$ under the root gives $g\ge|\|x\|^2-\|y\|^2|$. Hence $\lambda_-\le\|x\|^2$ and $\lambda_+\ge\|y\|^2$, and the ratio is at least $\|y\|^2/\|x\|^2$. For $x=u$ and $y=tw$ this lower bound is $t^2$, so the eigenvalue ratio is at least the square of the orbital's scale and grows without bound as $t$ increases.

## A pair with overlap 3/5

```lean
/-- The plane vectors `(1, 0)` and `(3/5, 4/5)` are unit vectors with overlap `3/5`. -/
theorem unit_pair_witness :
    ‖(!₂[1, 0] : EuclideanSpace ℝ (Fin 2))‖ = 1 ∧
    ‖(!₂[3 / 5, 4 / 5] : EuclideanSpace ℝ (Fin 2))‖ = 1 ∧
    inner ℝ (!₂[1, 0] : EuclideanSpace ℝ (Fin 2)) !₂[3 / 5, 4 / 5] = 3 / 5 := by
  refine ⟨?_, ?_, ?_⟩
  · rw [EuclideanSpace.norm_eq, Real.sqrt_eq_one]
    norm_num [Fin.sum_univ_two]
  · rw [EuclideanSpace.norm_eq, Real.sqrt_eq_one]
    norm_num [Fin.sum_univ_two]
  · norm_num [PiLp.inner_apply, Fin.sum_univ_two]

end

end LocalOrbitalNormalization
```

The norms are $1$ and $\sqrt{9/25+16/25}=1$, and the inner product is $3/5$, so the hypotheses on $u$ and $w$ are met in the plane.

At $t=1$ the eigenvalues are $2/5$ and $8/5$, with ratio 4. At $t=2$ the overlap matrix is
$$\begin{pmatrix}1&6/5\\6/5&4\end{pmatrix}.$$
Its trace is $5$ and $g=\sqrt{9+5.76}\approx3.842$. The eigenvalues are about $0.579$ and $4.421$, and their ratio is about $7.63$. Doubling the normalized orbital nearly doubles the condition number.

```lean
#print axioms LocalOrbitalNormalization.normalize_improves
#print axioms LocalOrbitalNormalization.norm_quotient_le_eigRatio
```

```
'LocalOrbitalNormalization.normalize_improves' depends on axioms: [propext, Classical.choice, Quot.sound]
'LocalOrbitalNormalization.norm_quotient_le_eigRatio' depends on axioms: [propext, Classical.choice, Quot.sound]
```
